# Under the Pauli bounds, no wave number lowers the kinetic energy measured from the Fermi level relative to the filled Fermi sphere

Take an isotropic occupation f(k) of free-particle states, with 0 ≤ f ≤ 1 for k > 0 and a finite kinetic energy density, and compare it with the sphere filled up to a wave number K ≥ 0. The theorem says that at each k > 0 the product (k² − K²) k² (f(k) − s(k)) is non-negative, where s is one on [0, K] and zero elsewhere. With ħ = m = 1, the first factor is twice the energy of a particle measured from the Fermi level K²/2, and k² is the weight of the shell at k. On this scale a state inside the sphere has negative or zero energy, so emptying it never lowers the total, and neither does filling a state outside. The proof treats k ≤ K and k > K separately, finds the value of s in each case, and then checks the signs of the factors.

The failing Lean file:

```lean
import Mathlib

open MeasureTheory Set
open scoped Real

namespace ShellCostNonneg

noncomputable section

/-- An isotropic occupation of wave numbers `k > 0` that obeys the Pauli bounds `0 ≤ f ≤ 1`
and has a finite kinetic energy density. -/
structure Admissible (f : ℝ → ℝ) : Prop where
  nonneg : ∀ k, 0 < k → 0 ≤ f k
  le_one : ∀ k, 0 < k → f k ≤ 1
  finite_energy : IntegrableOn (fun k => k ^ 4 * f k) (Ioi 0)

/-- The filled Fermi sphere: occupation one on `[0, K]` and zero elsewhere. -/
def fermiSea (K : ℝ) : ℝ → ℝ := (Icc 0 K).indicator (fun _ => 1)

/-- The integrand `(k² - K²) k² (f - fermiSea K)`: the change of occupation relative to the filled
sphere, weighted by `k²` and by twice the energy measured from the Fermi level. -/
def shellCost (f : ℝ → ℝ) (K k : ℝ) : ℝ := (k ^ 2 - K ^ 2) * (k ^ 2 * (f k - fermiSea K k))

/-- For an admissible occupation and `K ≥ 0`, no wave number `k > 0` contributes negatively to
the energy measured from the Fermi level, relative to the filled sphere. -/
theorem shellCost_nonneg {f : ℝ → ℝ} (h : Admissible f) {K k : ℝ} (hK : 0 ≤ K) (hk : 0 < k) :
    0 ≤ shellCost f K k := by
  unfold shellCost
  by_cases hkK : k ≤ K
  · have hs : fermiSea K k = 1 := Set.indicator_of_mem ⟨hk.le, hkK⟩ _
    have ha : 0 ≤ K ^ 2 - k ^ 2 := by nlinarith
    have hb : 0 ≤ k ^ 2 * (1 - f k) :=
      mul_nonneg (sq_nonneg k) (sub_nonneg.mpr (h.le_one k hk))
    rw [hs]
    nlinarith [mul_nonneg ha hb]
  · have hs : fermiSea K k = 0 := Set.indicator_of_notMem (fun hh => hkK hh.2) _
    have ha : 0 ≤ k ^ 2 - K ^ 2 := by nlinarith [not_le.mp hkK]
    rw [hs, sub_zero]
    exact mul_nonneg ha (mul_nonneg (sq_nonneg k) (h.nonneg k hk))

end

end ShellCostNonneg
```

Lean reports:

```
Main.lean:30:55: error: Invalid `⟨...⟩` notation: The expected type of this term could not be determined
```

What went wrong. The error falls on the pair `⟨hk.le, hkK⟩`, meant as a proof that k lies in [0, K]. Lean can read such brackets only when it knows what type they should build. Here `Set.indicator_of_mem` asks for membership of an implicit point in an implicit set, and both would have to come from matching the lemma's conclusion with the goal. That conclusion also mentions the function passed as the later argument `_`, and in such a case Lean elaborates the arguments before it uses the goal. The set was therefore still unknown when Lean reached the pair, and the bracket notation fails at once instead of waiting.

The definition `fermiSea` is not the obstacle. The k > K branch uses `Set.indicator_of_notMem` on a goal of the same form and compiles, because there the argument is a function whose `hh.2` can wait until the set is known.

In the repair, `show k ∈ Icc (0 : ℝ) K from ...` states the membership outright, so the pair has a known type: the two inequalities 0 ≤ k and k ≤ K. This is what cures the error. `unfold fermiSea` only makes the indicator visible in the goal, and the `by` block makes room for that step.

After these edits no error is left:

```diff
@@ -28,5 +28,7 @@
   unfold shellCost
   by_cases hkK : k ≤ K
-  · have hs : fermiSea K k = 1 := Set.indicator_of_mem ⟨hk.le, hkK⟩ _
+  · have hs : fermiSea K k = 1 := by
+      unfold fermiSea
+      exact Set.indicator_of_mem (show k ∈ Icc (0 : ℝ) K from ⟨hk.le, hkK⟩) _
     have ha : 0 ≤ K ^ 2 - k ^ 2 := by nlinarith
     have hb : 0 ≤ k ^ 2 * (1 - f k) :=
```
